# On finitely many sites, a strictly local functional cancels one-electron self-repulsion exactly when the symmetric kernel obeys a four-site condition

Take four sites 0, 1, 2, 3 and let the only repulsion be $v_{01}=v_{10}=1$. Put one electron half on site 0 and half on site 1. Its Hartree energy is $\tfrac12\cdot 2\cdot\tfrac12\cdot\tfrac12=\tfrac14$. Shared between 2 and 3, between 0 and 2, or between 1 and 3, the electron has Hartree energy zero.

Now suppose that a local energy $\sum_i f_i(n_i)$ cancels all four values. Added over the densities on $\{0,1\}$ and $\{2,3\}$, it gives $\sum_i[f_i(\tfrac12)+f_i(0)]$, because each site is half filled once and empty once. The densities on $\{0,2\}$ and $\{1,3\}$ give the same total. But the first total should be $-\tfrac14$ and the second $0$, so no such $f_i$ exist. Each term $f_i$ sees how full its own site is, and not which site holds the other half of the electron.

## Densities, Hartree energy and local functionals

The sites form a finite type `ι`.

In Lean 4 with Mathlib:

```lean
import Mathlib

open Finset

namespace LocalSelfInteraction

noncomputable section

variable {ι : Type*} [Fintype ι] [DecidableEq ι]
```

A one-electron density is a vector $n$ with $n_i\ge 0$ and $\sum_i n_i=1$.

```lean
/-- A one-electron density on the sites: nonnegative occupations that sum to one. -/
def IsDensity (n : ι → ℝ) : Prop := (∀ i, 0 ≤ n i) ∧ ∑ i, n i = 1
```

The kernel $v_{ij}$ is a real matrix, and the Hartree energy is $E_H[n]=\tfrac12\sum_{i,j}n_iv_{ij}n_j$, with the diagonal terms included.

```lean
/-- The Hartree energy `½ ⟨n, v n⟩` of the density `n` with interaction kernel `v`. -/
def hartree (v : ι → ι → ℝ) (n : ι → ℝ) : ℝ := (1 / 2) * ∑ i, ∑ j, n i * v i j * n j
```

For one electron, exact exchange equals $-E_H[n]$. The next definition asks for functions $f_i:\mathbb R\to\mathbb R$ that reproduce this value for every density. They may differ from site to site, may be fitted to $v$, and need not be continuous. Each sees only its own $n_i$, so functionals that use density differences between sites, or orbitals, are excluded.

```lean
/-- Some strictly local functional `∑ f_i(n_i)`, which may differ from site to site, cancels the
Hartree energy of every one-electron density. -/
def LocallyCancellable (v : ι → ι → ℝ) : Prop :=
  ∃ f : ι → ℝ → ℝ, ∀ n, IsDensity n → ∑ i, f i (n i) = -hartree v n
```

The condition on the kernel compares two ways of pairing four different sites. It says nothing about the diagonal.

```lean
/-- The four-site condition `v_ij + v_kl = v_ik + v_jl` for all distinct `i, j, k, l`. -/
def FourSite (v : ι → ι → ℝ) : Prop :=
  ∀ i j k l, i ≠ j → i ≠ k → i ≠ l → j ≠ k → j ≠ l → k ≠ l →
    v i j + v k l = v i k + v j l
```

## (a) Averaging over a shared electron

Let $b$ be the density with half an electron on $p$ and half on $q$.

```lean
/-- The density with half an electron on site `p` and half an electron on site `q`. -/
def bond (p q : ι) (i : ι) : ℝ := (if i = p then 1 / 2 else 0) + (if i = q then 1 / 2 else 0)
```

**Task.** Show that for any site potential $g$
$$\sum_i g_i b_i=\frac{g_p+g_q}{2}.$$

**Solution.** Write $b_i$ as $\tfrac12$ at $i=p$ plus $\tfrac12$ at $i=q$. Each part leaves one term of the sum, $g_p/2$ and $g_q/2$. For $p=q$ the whole electron sits on $p$ and the formula gives $g_p$. In the code, `simp only` splits the sum and keeps these two terms.

```lean
/-- The expectation value of a site potential `g` in the density shared by `p` and `q` is the
mean of its values on the two sites. -/
theorem sum_mul_bond (p q : ι) (g : ι → ℝ) : ∑ i, g i * bond p q i = (g p + g q) / 2 := by
  simp only [bond, mul_add, mul_ite, mul_zero, Finset.sum_add_distrib, Finset.sum_ite_eq',
    Finset.mem_univ, if_true]
  ring
```

## (b) Additive kernels have a local Hartree energy

**Task.** Let $v_{ij}=a_i+a_j$ for $i\neq j$, and let $\sum_i n_i=1$. Show that
$$E_H[n]=\sum_i\Big(\frac{v_{ii}}2n_i^2+a_in_i(1-n_i)\Big).$$

**Solution.** For all $i,j$ we have $v_{ij}=a_i+a_j+\delta_{ij}(v_{ii}-2a_i)$. With $A=\sum_j a_jn_j$ and the normalisation, row $i$ of the double sum is
$$\sum_j n_iv_{ij}n_j=n_ia_i+n_iA+(v_{ii}-2a_i)n_i^2.$$
Summing over $i$ and using the normalisation again gives $2A+\sum_i(v_{ii}-2a_i)n_i^2$. Half of this is $\sum_i\big(a_in_i+\tfrac12v_{ii}n_i^2-a_in_i^2\big)$, as required.

The row formula is `inner_sum`, and its case split on `i = j` handles the $\delta_{ij}$ term. Only the normalisation is used, not the sign of the $n_i$.

```lean
/-- If the kernel is `a_i + a_j` between different sites, the Hartree energy of a density
normalised to one electron is a sum of local terms. -/
theorem hartree_eq_local (v : ι → ι → ℝ) (a n : ι → ℝ)
    (hv : ∀ i j, i ≠ j → v i j = a i + a j) (hn : ∑ i, n i = 1) :
    hartree v n = ∑ i, (v i i / 2 * n i ^ 2 + a i * n i * (1 - n i)) := by
  -- row `i` of the double sum, with the diagonal term split off
  have inner_sum : ∀ i, ∑ j, n i * v i j * n j =
      n i * a i + n i * (∑ j, a j * n j) + (v i i - 2 * a i) * n i ^ 2 := by
    intro i
    have hj : ∀ j, n i * v i j * n j = n i * a i * n j + n i * (a j * n j) +
        (if i = j then (v i i - 2 * a i) * n i ^ 2 else 0) := by
      intro j
      by_cases h : i = j
      · subst h
        rw [if_pos rfl]
        ring
      · rw [if_neg h, hv i j h]
        ring
    rw [Finset.sum_congr rfl (fun j _ => hj j), Finset.sum_add_distrib,
      Finset.sum_add_distrib, ← Finset.mul_sum, ← Finset.mul_sum, hn]
    simp
  unfold hartree
  rw [Finset.sum_congr rfl (fun i _ => inner_sum i), Finset.sum_add_distrib,
    Finset.sum_add_distrib, ← Finset.sum_mul, hn, one_mul, ← Finset.sum_add_distrib,
    ← Finset.sum_add_distrib, Finset.mul_sum]
  exact Finset.sum_congr rfl (fun i _ => by ring)
```

## (c) Cancellation forces an additive kernel

**Task.** Let $v$ be symmetric and let $\sum_i f_i(n_i)=-E_H[n]$ for every one-electron density. Find $a_i$ in terms of $f_i$ and $v_{ii}$ such that
$$v_{pq}=a_p+a_q\qquad(p\neq q).$$

**Solution.** Use the density $b$ of part (a) with $p\ne q$. Its occupations are only $0$ and $\tfrac12$, and on two points any function agrees with a straight line. With $d_i=f_i(\tfrac12)-f_i(0)$,
$$f_i(b_i)=f_i(0)+2d_ib_i.$$
Let $F=\sum_k f_k(0)$. By part (a) the local energy is $F+d_p+d_q$. Part (a), applied once to each index of the double sum, gives
$$E_H[b]=\frac{v_{pp}+v_{pq}+v_{qp}+v_{qq}}8=\frac{v_{pp}+2v_{pq}+v_{qq}}8.$$
Setting $F+d_p+d_q=-E_H[b]$ and solving for $v_{pq}$,
$$v_{pq}=-4d_p-4d_q-4F-\tfrac12v_{pp}-\tfrac12v_{qq},$$
so $a_i=-4d_i-2F-\tfrac12v_{ii}$ works.

In the code, `hloc` is the straight-line step, `hE` is the Hartree energy, and `key` is the cancellation identity at $b$, which `linarith` solves.

```lean
/-- If a local functional cancels the Hartree energy of every one-electron density, the symmetric
kernel is a sum of two site potentials between different sites. -/
theorem additive_of_cancellable (v : ι → ι → ℝ) (hs : ∀ i j, v i j = v j i)
    (h : LocallyCancellable v) : ∃ a : ι → ℝ, ∀ i j, i ≠ j → v i j = a i + a j := by
  obtain ⟨f, hf⟩ := h
  refine ⟨fun i => -4 * (f i (1 / 2) - f i 0) - 2 * (∑ k, f k 0) - v i i / 2, ?_⟩
  intro p q hpq
  have hd : IsDensity (bond p q) := by
    constructor
    · intro i
      unfold bond
      positivity
    · have h1 := sum_mul_bond p q (fun _ => 1)
      simp only [one_mul] at h1
      rw [h1]
      norm_num
  -- the local functional sees only the occupations 0 and 1/2
  have hloc : ∀ i, f i (bond p q i) = f i 0 + 2 * (f i (1 / 2) - f i 0) * bond p q i := by
    intro i
    have h01 : bond p q i = 0 ∨ bond p q i = 1 / 2 := by
      by_cases h1 : i = p
      · right
        simp [bond, h1, hpq]
      · by_cases h2 : i = q
        · right
          simp [bond, h2, hpq.symm]
        · left
          simp [bond, h1, h2]
    rcases h01 with h0 | h0 <;> rw [h0] <;> ring
  have hE : hartree (v) (bond p q) = (v p p + v p q + v q p + v q q) / 8 := by
    have hi : ∀ i, ∑ j, bond p q i * v i j * bond p q j =
        (v i p + v i q) / 2 * bond p q i := by
      intro i
      rw [sum_mul_bond p q (fun j => bond p q i * v i j)]
      ring
    unfold hartree
    rw [Finset.sum_congr rfl (fun i _ => hi i),
      sum_mul_bond p q (fun i => (v i p + v i q) / 2)]
    ring
  have key := hf _ hd
  rw [Finset.sum_congr rfl (fun i _ => hloc i), Finset.sum_add_distrib,
    sum_mul_bond p q (fun i => 2 * (f i (1 / 2) - f i 0)), hE] at key
  linarith [hs p q]
```

## (d) Additivity tested on four sites

**Task.** For symmetric $v$, show that potentials $a_i$ with $v_{ij}=a_i+a_j$ for all $i\ne j$ exist if and only if
$$v_{ij}+v_{kl}=v_{ik}+v_{jl}\quad\text{for all distinct } i,j,k,l.$$

**Solution.** If the potentials exist, both sides equal $a_i+a_j+a_k+a_l$.

Conversely, suppose first that there are three different sites $p,q,r$. Define $c$ by $2c=v_{pq}+v_{pr}-v_{qr}$, and set $a_p=c$ and $a_i=v_{ip}-c$ for $i\ne p$. Pairs that contain $p$ are then correct at once. Every other pair needs $v_{ij}=v_{ip}+v_{jp}-2c$.

- For the pair $q,r$ this is the definition of $c$.
- For $q,j$ with $j\ne p,q,r$, the condition gives $v_{qj}+v_{rp}=v_{qr}+v_{jp}$. Inserting $v_{qr}-v_{rp}=v_{qp}-2c$ gives the claim.
- For $i,j$ both different from $p$ and $q$, the condition gives $v_{ij}+v_{pq}=v_{ip}+v_{jq}$. The previous cases supply $v_{jq}=v_{qp}+v_{jp}-2c$, and $v_{pq}$ cancels.

With exactly two sites, take $a=v_{pq}/2$ on both. With fewer there are no pairs to satisfy, and $a=0$ will do.

The first two bullets are `key` in the code. The `by_cases` steps sort the pairs, and `linarith` does the algebra.

```lean
/-- A symmetric kernel is a sum of two site potentials between different sites if and only if it
obeys the four-site condition. -/
theorem additive_iff_fourSite (v : ι → ι → ℝ) (hs : ∀ i j, v i j = v j i) :
    (∃ a : ι → ℝ, ∀ i j, i ≠ j → v i j = a i + a j) ↔ FourSite v := by
  constructor
  · rintro ⟨a, ha⟩ i j k l hij hik _ _ hjl hkl
    linarith [ha i j hij, ha k l hkl, ha i k hik, ha j l hjl]
  intro h4
  by_cases h3 : ∃ p q r : ι, p ≠ q ∧ p ≠ r ∧ q ≠ r
  · -- three reference sites fix the potential `c` at `p`, and `p` fixes all others
    obtain ⟨p, q, r, hpq, hpr, hqr⟩ := h3
    obtain ⟨c, hc⟩ : ∃ c : ℝ, 2 * c = v p q + v p r - v q r :=
      ⟨(v p q + v p r - v q r) / 2, by ring⟩
    have key : ∀ j, j ≠ p → j ≠ q → v q j = v q p + v j p - 2 * c := by
      intro j hjp hjq
      by_cases hjr : j = r
      · rw [hjr]
        linarith [hs p q, hs p r]
      · linarith [h4 q j r p hjq.symm hqr hpq.symm hjr hjp hpr.symm, hs p q, hs p r]
    refine ⟨fun i => if i = p then c else v i p - c, ?_⟩
    intro i j hij
    show v i j = (if i = p then c else v i p - c) + (if j = p then c else v j p - c)
    by_cases hi : i = p
    · rw [if_pos hi, if_neg (fun h => hij (hi.trans h.symm)), hi]
      linarith [hs p j]
    by_cases hj : j = p
    · rw [if_neg hi, if_pos hj, hj]
      ring
    rw [if_neg hi, if_neg hj]
    by_cases hiq : i = q
    · rw [hiq]
      linarith [key j hj (fun h => hij (hiq.trans h.symm))]
    by_cases hjq : j = q
    · rw [hjq]
      linarith [key i hi hiq, hs i q]
    · linarith [h4 i j p q hij hi hiq hj hjq hpq, key j hj hjq, hs j q, hs p q]
  · by_cases h2 : ∃ p q : ι, p ≠ q
    · -- two sites: share the single coupling equally
      obtain ⟨p, q, hpq⟩ := h2
      have mem : ∀ i, i = p ∨ i = q := by
        intro i
        by_contra hi
        rw [not_or] at hi
        exact h3 ⟨p, q, i, hpq, fun e => hi.1 e.symm, fun e => hi.2 e.symm⟩
      refine ⟨fun _ => v p q / 2, ?_⟩
      intro i j hij
      show v i j = v p q / 2 + v p q / 2
      rcases mem i with hi | hi <;> rcases mem j with hj | hj
      · exact absurd (hi.trans hj.symm) hij
      · rw [hi, hj]
        ring
      · rw [hi, hj]
        linarith [hs p q]
      · exact absurd (hi.trans hj.symm) hij
    · exact ⟨fun _ => 0, fun i j hij => absurd ⟨i, j, hij⟩ h2⟩
```

## (e) The criterion for local cancellation

**Task.** For symmetric $v$, show that
$$\exists f\ \forall n:\ \sum_i f_i(n_i)=-E_H[n]\quad\Longleftrightarrow\quad v\text{ obeys the four-site condition},$$
where $n$ runs over the one-electron densities.

**Solution.** By part (d) the right side may be replaced by additivity. Part (c) derives additivity from cancellation. In the other direction, part (b) supplies the functional
$$f_i(x)=-\Big(\frac{v_{ii}}2x^2+a_ix(1-x)\Big).$$
The code does the same: it rewrites with (d), cites (c), and inserts this $f_i$. Symmetry of $v$ is the hypothesis `hs`; the number of sites may be any finite number.

```lean
/-- For a symmetric kernel, a strictly local functional cancels the Hartree energy of every
one-electron density if and only if the kernel obeys the four-site condition. -/
theorem cancellable_iff_fourSite (v : ι → ι → ℝ) (hs : ∀ i j, v i j = v j i) :
    LocallyCancellable v ↔ FourSite v := by
  rw [← additive_iff_fourSite v hs]
  refine ⟨additive_of_cancellable v hs, ?_⟩
  rintro ⟨a, ha⟩
  refine ⟨fun i x => -(v i i / 2 * x ^ 2 + a i * x * (1 - x)), fun n hn => ?_⟩
  rw [hartree_eq_local v a n ha hn.2, Finset.sum_neg_distrib]
```

## (f) Three sites or fewer

**Task.** Show that for symmetric $v$ on $m$ sites
$$m\le 3\ \Longrightarrow\ \text{a cancelling local functional exists}.$$

**Solution.** The four-site condition concerns four distinct sites, and there are none, so it holds and part (e) applies. In the code, four distinct sites would form a set of size 4 inside a type with at most 3 elements, which `omega` refutes.

```lean
/-- On at most three sites, the one-electron Hartree energy of any symmetric kernel can be
cancelled by a strictly local functional. -/
theorem cancellable_of_card_le_three (v : ι → ι → ℝ) (hs : ∀ i j, v i j = v j i)
    (hm : Fintype.card ι ≤ 3) : LocallyCancellable v := by
  rw [cancellable_iff_fourSite v hs]
  intro i j k l hij hik hil hjk hjl hkl
  have h4 : ({i, j, k, l} : Finset ι).card = 4 := by
    simp [hij, hik, hil, hjk, hjl, hkl]
  have hle := Finset.card_le_univ ({i, j, k, l} : Finset ι)
  omega
```

## (g) The Coulomb chain

Number the sites of a chain $0,\dots,m-1$, with the lattice spacing as unit of length and the repulsion of two electrons one spacing apart as unit of energy. The kernel is $1/|i-j|$ between different sites. Since this diverges at $i=j$, a finite parameter $U$ stands for the repulsion of charge within one site.

```lean
/-- The Coulomb kernel `1/|i-j|` between different sites of a chain, with on-site repulsion `U`. -/
def coulomb (m : ℕ) (U : ℝ) (i j : Fin m) : ℝ :=
  if i = j then U else 1 / |((i : ℕ) : ℝ) - ((j : ℕ) : ℝ)|
```

**Task.** Show that for $m\ge4$ and every real $U$ there are no functions $f_i$ with
$$\sum_i f_i(n_i)=-\frac U2\sum_i n_i^2-\frac12\sum_{i\ne j}\frac{n_in_j}{|i-j|}$$
for all one-electron densities $n$.

**Solution.** The kernel is symmetric, so by part (e) cancellation would require the four-site condition. On sites $0,1,2,3$ it reads
$$v_{01}+v_{23}=1+1=2,\qquad v_{02}+v_{13}=\tfrac12+\tfrac12=1,$$
which is a contradiction. The value of $U$ never enters. In the code, `hs` is the symmetry, and `norm_num` evaluates the four entries.

For density-functional practice this means that, on such a finite chain, exchange of local-density form leaves a self-interaction error in at least one one-electron density, even if its function is tuned separately on every site. The theorem gives no size for that error, and it concerns a lattice, not continuous space.

```lean
/-- On a chain of at least four sites, no strictly local functional cancels the Coulomb
self-repulsion of every one-electron density, whatever the on-site repulsion. -/
theorem coulomb_not_cancellable (m : ℕ) (hm : 4 ≤ m) (U : ℝ) :
    ¬ LocallyCancellable (coulomb m U) := by
  intro hc
  have hs : ∀ i j, coulomb m U i j = coulomb m U j i := by
    intro i j
    unfold coulomb
    rw [abs_sub_comm]
    simp only [eq_comm]
  -- the first four sites would require 1 + 1 = 1/2 + 1/2
  have h := (cancellable_iff_fourSite _ hs).1 hc ⟨0, by omega⟩ ⟨1, by omega⟩ ⟨2, by omega⟩
    ⟨3, by omega⟩ (by simp) (by simp) (by simp) (by simp) (by simp) (by simp)
  norm_num [coulomb, Fin.ext_iff] at h

end

end LocalSelfInteraction
```

```lean
#print axioms LocalSelfInteraction.cancellable_iff_fourSite
#print axioms LocalSelfInteraction.cancellable_of_card_le_three
#print axioms LocalSelfInteraction.coulomb_not_cancellable
```

```
'LocalSelfInteraction.cancellable_iff_fourSite' depends on axioms: [propext, Classical.choice, Quot.sound]
'LocalSelfInteraction.cancellable_of_card_le_three' depends on axioms: [propext, Classical.choice, Quot.sound]
'LocalSelfInteraction.coulomb_not_cancellable' depends on axioms: [propext, Classical.choice, Quot.sound]
```
